# The minimum-variance combination of two correlated estimates, and when the noisier one gets a negative weight

Two estimates of one quantity, computed from the same simulation, can share part of their statistical error, and the question is how to weight them. We model each estimate as a real random variable on a space $\Omega$ with probability measure $\mu$. A point $\omega\in\Omega$ is one complete run, including its initial conditions and thermostat noise, and $A(\omega)$ and $B(\omega)$ are the two numbers reported at its end. Thus

$$a=\operatorname{Var}A,\qquad b=\operatorname{Var}B,\qquad c=\operatorname{Cov}(A,B)$$

describe the scatter of final results over repeated runs, not the fluctuation from snapshot to snapshot. In particular, $\sqrt a$ is the standard error of $A$.

An example from path-integral molecular dynamics is the quantum kinetic energy, for which the primitive and centroid-virial estimators have the same expectation at a given number of beads if the canonical distribution of the beads is sampled exactly. The result applies to such a pair when the two variances and the covariance are known.

```lean
import Mathlib

open MeasureTheory ProbabilityTheory

namespace CorrelatedEstimates

noncomputable section

variable {Ω : Type*} {mΩ : MeasurableSpace Ω} {μ : Measure Ω}
```

## The weight on the second estimate

Let $w$ be the real weight on $B$, so that $A$ receives $1-w$:

$$C_w=(1-w)A+wB .$$

The weights sum to one, but neither is required to be positive.

```lean
/-- The combination `(1 - w) A + w B` of two estimates, with weight `w` on `B`. -/
def combine (A B : Ω → ℝ) (w : ℝ) : Ω → ℝ :=
  fun ω => (1 - w) * A ω + w * B ω
```

The candidate for the best weight is

$$w^*=\frac{a-c}{a+b-2c}.$$

In Lean, `Var[A; μ]`, `Var[B; μ]` and `cov[A, B; μ]` stand for $a$, $b$ and $c$. They are computed from the random variables and are not free parameters.

```lean
/-- The weight `(a - c) / (a + b - 2c)` on `B`, where `a`, `b` are the variances of `A`, `B` and
`c` is their covariance; its domain is `a + b - 2c ≠ 0`. -/
def optimalWeight (μ : Measure Ω) (A B : Ω → ℝ) : ℝ :=
  (Var[A; μ] - cov[A, B; μ]) / (Var[A; μ] + Var[B; μ] - 2 * cov[A, B; μ])
```

In a real simulation $a$, $b$ and $c$ are themselves estimated, often from the same data. The weight then fluctuates from run to run, whereas the theorems below treat it as a fixed number.

For a worked case we shall also need an estimate that repeats the error of $A$, multiplied by a factor $k$. With $\theta$ the exact value of the quantity, it is

$$B=\theta+k(A-\theta).$$

```lean
/-- An estimate whose deviation from the exact value `θ` is `k` times that of `A`. -/
def amplified (A : Ω → ℝ) (θ k : ℝ) : Ω → ℝ :=
  fun ω => θ + k * (A ω - θ)
```

## Every combination is unbiased

If $A$ and $B$ both have mean $\theta$, linearity of the integral gives

$$\langle C_w\rangle=(1-w)\theta+w\theta=\theta .$$

The weight can therefore be chosen for its variance alone, and the variance is then also the mean squared error about $\theta$. The hypotheses `hAθ` and `hBθ` express unbiasedness, and `Integrable` says that the means exist.

```lean
/-- If two integrable estimates both have mean `θ`, so has their combination with any weight. -/
theorem combine_unbiased {A B : Ω → ℝ} {θ : ℝ} (hA : Integrable A μ) (hB : Integrable B μ)
    (hAθ : ∫ ω, A ω ∂μ = θ) (hBθ : ∫ ω, B ω ∂μ = θ) (w : ℝ) :
    ∫ ω, combine A B w ω ∂μ = θ := by
  simp only [combine]
  rw [integral_add (hA.const_mul _) (hB.const_mul _), integral_const_mul, integral_const_mul,
    hAθ, hBθ]
  ring
```

The proof splits the integral, takes out the constant weights and inserts the two means. The variance theorems that follow do not need the means to agree.

## The variance as a quadratic in the weight

Write $\delta A$ and $\delta B$ for the deviations from the respective means. Then $\delta C_w=(1-w)\,\delta A+w\,\delta B$, and averaging its square gives

$$\operatorname{Var}C_w=(1-w)^2a+2w(1-w)c+w^2b .$$

The hypothesis `MemLp A 2 μ` says that $A$ is square-integrable, which makes its variance finite; the same is assumed of $B$.

```lean
variable [IsProbabilityMeasure μ]

/-- For square-integrable estimates, the variance of the combination is a quadratic function of
the weight, with the covariance in the cross term. -/
theorem variance_combine {A B : Ω → ℝ} (hA : MemLp A 2 μ) (hB : MemLp B 2 μ) (w : ℝ) :
    Var[combine A B w; μ] =
      (1 - w) ^ 2 * Var[A; μ] + 2 * (w * (1 - w)) * cov[A, B; μ] + w ^ 2 * Var[B; μ] := by
  have e : combine A B w = (1 - w) • A + w • B := by
    funext ω
    simp [combine]
  rw [e, variance_add (hA.const_smul (1 - w)) (hB.const_smul w), variance_smul, variance_smul,
    covariance_smul_left, covariance_smul_right]
  ring
```

The proof writes the combination as a sum of two scaled random variables. It then applies the variance rule for a sum and the scaling rules for variance and covariance, and `ring` collects the terms.

The coefficient of $w^2$ is $D=a+b-2c$. It has a direct meaning:

$$\operatorname{Var}(B-A)=\langle(\delta B-\delta A)^2\rangle=a+b-2c=D .$$

```lean
/-- For square-integrable estimates, `a + b - 2c` is the variance of the difference `B - A`. -/
theorem variance_difference {A B : Ω → ℝ} (hA : MemLp A 2 μ) (hB : MemLp B 2 μ) :
    Var[fun ω => B ω - A ω; μ] = Var[A; μ] + Var[B; μ] - 2 * cov[A, B; μ] := by
  have e : (fun ω => B ω - A ω) = (-1 : ℝ) • A + B := by
    funext ω
    simp only [Pi.add_apply, Pi.smul_apply, smul_eq_mul]
    ring
  rw [e, variance_add (hA.const_smul (-1 : ℝ)) hB, variance_smul, covariance_smul_left]
  ring
```

The same rules are used here, with $B-A$ written as $(-1)A+B$. It follows that $D$ is never negative for square-integrable estimates. The condition $D>0$, named `hD` below, says that the two estimates do not differ by a mere constant: their disagreement varies from run to run.

## Completing the square

Sorting the quadratic by powers of $w$ gives

$$\operatorname{Var}C_w=a-2w(a-c)+Dw^2
= a-\frac{(a-c)^2}{D}+D\,(w-w^*)^2 .$$

The constant part simplifies, because

$$aD-(a-c)^2=a^2+ab-2ac-a^2+2ac-c^2=ab-c^2 .$$

Therefore

$$\operatorname{Var}C_w=\frac{ab-c^2}{D}+D\,(w-w^*)^2 .$$

```lean
/-- For square-integrable estimates with `a + b - 2c > 0`, the variance at weight `w` is
`(ab - c²) / (a + b - 2c)` plus a penalty quadratic in the distance from the optimal weight. -/
theorem variance_complete_square {A B : Ω → ℝ} (hA : MemLp A 2 μ) (hB : MemLp B 2 μ)
    (hD : 0 < Var[A; μ] + Var[B; μ] - 2 * cov[A, B; μ]) (w : ℝ) :
    Var[combine A B w; μ] =
      (Var[A; μ] * Var[B; μ] - cov[A, B; μ] ^ 2) /
          (Var[A; μ] + Var[B; μ] - 2 * cov[A, B; μ]) +
        (Var[A; μ] + Var[B; μ] - 2 * cov[A, B; μ]) * (w - optimalWeight μ A B) ^ 2 := by
  rw [variance_combine hA hB]
  unfold optimalWeight
  have hne := hD.ne'
  field_simp
  ring
```

After the quadratic has been inserted, `field_simp` clears the denominator, which is nonzero by `hD`, and `ring` checks the remaining polynomial identity.

At $w=w^*$ the last term vanishes, and at every other weight it is strictly positive. Hence

$$\operatorname{Var}C_{w^*}=\frac{ab-c^2}{a+b-2c},\qquad
\operatorname{Var}C_w>\operatorname{Var}C_{w^*}\quad(w\neq w^*).$$

The theorem states these two facts together; the second makes the minimiser unique among all real weights.

```lean
/-- For square-integrable estimates with `a + b - 2c > 0`, the combination at the optimal weight
has variance `(ab - c²) / (a + b - 2c)`, and every other weight gives a larger variance. -/
theorem optimal_combination {A B : Ω → ℝ} (hA : MemLp A 2 μ) (hB : MemLp B 2 μ)
    (hD : 0 < Var[A; μ] + Var[B; μ] - 2 * cov[A, B; μ]) :
    Var[combine A B (optimalWeight μ A B); μ] =
        (Var[A; μ] * Var[B; μ] - cov[A, B; μ] ^ 2) /
          (Var[A; μ] + Var[B; μ] - 2 * cov[A, B; μ]) ∧
      ∀ w, w ≠ optimalWeight μ A B →
        Var[combine A B (optimalWeight μ A B); μ] < Var[combine A B w; μ] := by
  have hmin := variance_complete_square hA hB hD (optimalWeight μ A B)
  rw [sub_self (optimalWeight μ A B), zero_pow two_ne_zero, mul_zero, add_zero] at hmin
  refine ⟨hmin, fun w hw => ?_⟩
  -- away from the optimum the quadratic penalty is strictly positive
  have hpen := mul_pos hD (pow_pos (abs_pos.mpr (sub_ne_zero.mpr hw)) 2)
  rw [sq_abs] at hpen
  rw [hmin, variance_complete_square hA hB hD w]
  linarith
```

In the proof, `hmin` is the completed square at the optimum and `hpen` is the positivity of the penalty $D(w-w^*)^2$ elsewhere. The strict inequality follows by `linarith`.

The condition on $D$ excludes only $D=0$, and there the statement fails. Let $A=\pm1$ with equal probability and let $B=A$. Then $a=b=c=1$, and every weight gives variance $1$, so no weight is singled out. The formula for the minimum becomes $0/0$, which Lean evaluates as $0$ and not as the true value $1$.

## When the noisier estimate is subtracted

Now let $a\le b$, so that $B$ is at least as noisy as $A$. Since $D>0$, the sign of $w^*$ is the sign of $a-c$:

$$w^*<0\iff c>a .$$

Moreover,

$$w^*\le\tfrac12\iff 2(a-c)\le a+b-2c\iff a\le b .$$

The weight on $A$ is therefore at least $\tfrac12$, and only $B$ can receive a negative weight.

```lean
omit [IsProbabilityMeasure μ] in
/-- Let `B` be at least as noisy as `A`, with `a + b - 2c > 0`. The optimal weight of `B` is
negative exactly when the covariance exceeds the variance of `A`, and it is never above `1/2`. -/
theorem negative_weight_iff {A B : Ω → ℝ} (hab : Var[A; μ] ≤ Var[B; μ])
    (hD : 0 < Var[A; μ] + Var[B; μ] - 2 * cov[A, B; μ]) :
    (optimalWeight μ A B < 0 ↔ Var[A; μ] < cov[A, B; μ]) ∧ optimalWeight μ A B ≤ 1 / 2 := by
  unfold optimalWeight
  constructor
  · rw [div_lt_iff₀ hD]
    constructor <;> intro h <;> linarith
  · rw [div_le_iff₀ hD]
    linarith
```

Both parts multiply through by the positive denominator and leave a linear inequality to `linarith`. This is arithmetic on three numbers, so the theorem needs neither square-integrability nor a probability measure.

For $a>0$, the ratio $c/a$ is the slope of the best linear prediction of $\delta B$ from $\delta A$. When $c>a$, this prediction makes the error of $B$ an enlarged copy of the error of $A$, and subtracting some of $B$ removes part of the shared error. With $a=1$, $b=4$ and $c=1.5$, for example, $D=2$ and $w^*=-0.25$, and the variance falls from $1$ to $0.875$.

## When the second estimate helps at all

The gain over using $A$ alone is

$$a-\operatorname{Var}C_{w^*}=\frac{(a-c)^2}{D},$$

which is positive exactly when $c\ne a$. A noisier second estimate thus lowers the variance unless its covariance with $A$ equals $a$.

```lean
/-- For square-integrable estimates with `a + b - 2c > 0`, the optimal combination has a smaller
variance than `A` alone exactly when the covariance differs from the variance of `A`. -/
theorem improves_iff {A B : Ω → ℝ} (hA : MemLp A 2 μ) (hB : MemLp B 2 μ)
    (hD : 0 < Var[A; μ] + Var[B; μ] - 2 * cov[A, B; μ]) :
    Var[combine A B (optimalWeight μ A B); μ] < Var[A; μ] ↔ cov[A, B; μ] ≠ Var[A; μ] := by
  -- weight zero returns the estimate `A`
  have h0 : combine A B 0 = A := by
    funext ω
    simp [combine]
  constructor
  · intro h hc
    have hw : optimalWeight μ A B = 0 := by
      unfold optimalWeight
      rw [hc, sub_self, zero_div]
    rw [hw, h0] at h
    exact lt_irrefl _ h
  · intro hc
    have hw : optimalWeight μ A B ≠ 0 := div_ne_zero (sub_ne_zero.mpr hc.symm) hD.ne'
    have h := (optimal_combination hA hB hD).2 0 hw.symm
    rwa [h0] at h
```

The Lean proof reaches the equivalence through the weights. Zero weight returns $A$ itself, as `h0` records. If $c=a$, the optimal weight is zero and nothing is gained. If $c\neq a$, the optimal weight is nonzero, and the strict inequality of `optimal_combination` applies at $w=0$.

## A shared error that cancels completely

Take $B=\theta+k(A-\theta)$ with $k>1$, where $A$ has mean $\theta$ and variance $a>0$. The deviations satisfy $\delta B=k\,\delta A$, so

$$c=ka,\qquad b=k^2a,\qquad D=a(k-1)^2>0,$$

$$w^*=\frac{a(1-k)}{a(k-1)^2}=-\frac1{k-1}.$$

Inserting this weight gives

$$C_{w^*}=\theta+\bigl(1+w^*(k-1)\bigr)(A-\theta)=\theta .$$

The equality holds in every run, not only on average. For $k=2$ the combination is $2A-B$. The weight depends on $k$ alone, so forming the combination does not require knowing $\theta$. Perfect proportionality of the two errors is an idealisation; an independent part in the error of $B$ would leave a residual variance.

```lean
/-- Let `A` be square-integrable with mean `θ` and nonzero variance, and let `B` carry the same
error amplified by `k > 1`. Then `a + b - 2c > 0`, the optimal weight of `B` is `-1 / (k - 1)`,
and the optimal combination equals `θ` in every realisation. -/
theorem amplified_error_cancels {A : Ω → ℝ} {θ k : ℝ} (hA : MemLp A 2 μ)
    (hAθ : ∫ ω, A ω ∂μ = θ) (hvar : 0 < Var[A; μ]) (hk : 1 < k) :
    0 < Var[A; μ] + Var[amplified A θ k; μ] - 2 * cov[A, amplified A θ k; μ] ∧
      optimalWeight μ A (amplified A θ k) = -1 / (k - 1) ∧
      ∀ ω, combine A (amplified A θ k) (optimalWeight μ A (amplified A θ k)) ω = θ := by
  have hm : AEMeasurable A μ := hA.aestronglyMeasurable.aemeasurable
  have hmB : AEMeasurable (amplified A θ k) μ :=
    ((hm.sub_const θ).const_mul k).const_add θ
  have hBθ : ∫ ω, amplified A θ k ω ∂μ = θ := by
    have e : amplified A θ k = combine A (fun _ => θ) (1 - k) := by
      funext ω
      simp only [amplified, combine]
      ring
    rw [e]
    exact combine_unbiased (hA.integrable (by norm_num)) (integrable_const θ) hAθ (by simp) _
  -- the covariance scales with `k`, the variance with `k ^ 2`
  have hcov : cov[A, amplified A θ k; μ] = k * Var[A; μ] := by
    rw [← covariance_self hm]
    simp only [covariance, hAθ, hBθ]
    rw [← integral_const_mul]
    refine integral_congr_ae (.of_forall fun ω => ?_)
    simp only [amplified]
    ring
  have hvB : Var[amplified A θ k; μ] = k ^ 2 * Var[A; μ] := by
    rw [← covariance_self hm, ← covariance_self hmB]
    simp only [covariance, hAθ, hBθ]
    rw [← integral_const_mul]
    refine integral_congr_ae (.of_forall fun ω => ?_)
    simp only [amplified]
    ring
  have hk' : 0 < k - 1 := sub_pos.mpr hk
  have hD : 0 < Var[A; μ] + k ^ 2 * Var[A; μ] - 2 * (k * Var[A; μ]) := by
    have h := mul_pos hvar (pow_pos hk' 2)
    linarith
  have hw : optimalWeight μ A (amplified A θ k) = -1 / (k - 1) := by
    unfold optimalWeight
    rw [hcov, hvB, div_eq_div_iff hD.ne' hk'.ne']
    ring
  refine ⟨by rw [hcov, hvB]; exact hD, hw, fun ω => ?_⟩
  rw [hw]
  have hu : -1 / (k - 1) * (k - 1) = -1 := div_mul_cancel₀ _ hk'.ne'
  simp only [combine, amplified]
  linear_combination (A ω - θ) * hu

end

end CorrelatedEstimates
```

The proof first obtains the mean of $B$ by writing $B$ as a combination of $A$ and the constant $\theta$. The facts `hcov` and `hvB` then give $c=ka$ and $b=k^2a$ from the integrals that define them, and `hD` and `hw` give the positive denominator and the weight. The last line uses $w^*(k-1)=-1$ to cancel the coefficient of $A-\theta$.

```lean
#print axioms CorrelatedEstimates.variance_combine
#print axioms CorrelatedEstimates.negative_weight_iff
#print axioms CorrelatedEstimates.improves_iff
#print axioms CorrelatedEstimates.amplified_error_cancels
```

```
'CorrelatedEstimates.variance_combine' depends on axioms: [propext, Classical.choice, Quot.sound]
'CorrelatedEstimates.negative_weight_iff' depends on axioms: [propext, Classical.choice, Quot.sound]
'CorrelatedEstimates.improves_iff' depends on axioms: [propext, Classical.choice, Quot.sound]
'CorrelatedEstimates.amplified_error_cancels' depends on axioms: [propext, Classical.choice, Quot.sound]
```
